# For 0 < v < w, the least singular value of a ribbon's hopping matrix is nonzero and exponentially small in the width

**Q.** I compute the bands of a Chern insulator ribbon and find a small gap where the two edge modes should cross. I'd like a bound on the finite-width splitting, to see whether a gap of that size can come from the width alone. You offer me a theorem about a bidiagonal matrix. Where is the ribbon?

**A.** Take the Qi–Wu–Zhang model, with mass parameter $u$, and cut it to $N$ cells, keeping the momentum $k$ along the edge. Write $m=\sin k$, $v=u+\cos k$ and $w=1$. The usual form of the model has the mass term on $\sigma_z$; here the orbital basis is rotated so that it sits on $\sigma_x$, which leaves the energies unchanged. With amplitudes $a,b$ of the two rotated orbitals across the ribbon, the energies $E$ solve

$$m\,a+Mb=Ea,\qquad M^{T}a-m\,b=Eb,$$

where $M$ has $v$ on the diagonal, $w$ on the superdiagonal and zeros elsewhere. The Lean definitions say this directly.

```lean
import Mathlib

open Matrix

namespace ChernRibbonWidth

/-- The hopping matrix across `N` cells: `v` on the diagonal, `w` on the superdiagonal. -/
def hop (N : ℕ) (v w : ℝ) : Matrix (Fin N) (Fin N) ℝ :=
  Matrix.of fun i j => (if j = i then v else 0) + (if (j : ℕ) = (i : ℕ) + 1 then w else 0)

/-- `σ ≥ 0` is a singular value of `M` if `σ²` is an eigenvalue of `Mᵀ M`. -/
def IsSingularValue {n : Type*} [Fintype n] (M : Matrix n n ℝ) (σ : ℝ) : Prop :=
  0 ≤ σ ∧ ∃ x : n → ℝ, x ≠ 0 ∧ (Mᵀ * M) *ᵥ x = σ ^ 2 • x

/-- `E` is an energy, at edge momentum `k`, of the `N` cells wide ribbon of the Qi–Wu–Zhang model
`sin k σz + (u + cos k + cos q) σx - sin q σy`, where `q` is the momentum across the ribbon before
it is cut; `a` and `b` are the two orbital amplitudes. -/
def IsRibbonEnergy (N : ℕ) (u k E : ℝ) : Prop :=
  ∃ a b : Fin N → ℝ, (a ≠ 0 ∨ b ≠ 0) ∧
    Real.sin k • a + hop N (u + Real.cos k) 1 *ᵥ b = E • a ∧
    (hop N (u + Real.cos k) 1)ᵀ *ᵥ a - Real.sin k • b = E • b
```

Cells are numbered $0,\dots,N-1$. A singular value is a number $\sigma\ge 0$ with $M^{T}Mx=\sigma^2x$ for some $x\neq0$, so zero is allowed. In `IsRibbonEnergy`, the condition `a ≠ 0 ∨ b ≠ 0` excludes the zero vector. Real amplitudes lose nothing, because the ribbon Hamiltonian at fixed $k$ is a real symmetric matrix.

**Q.** Then derive the size of the least singular value $s$, for general $0<v<w$. Why can't it be zero?

**A.** Let $y=Mx$, and let $B$ be the largest $|y_i|$. The rows read

$$y_i=vx_i+wx_{i+1}\quad(i<N-1),\qquad y_{N-1}=vx_{N-1}.$$

Solve from the last cell backwards: $|x_{N-1}|\le B/v$ and $|x_i|\le (B+w|x_{i+1}|)/v$. Summing the geometric series gives

$$|x_i|\le B\,\frac{(w/v)^{N-i}-1}{w-v}\le \frac{B}{w-v}\Big(\frac wv\Big)^{N}.$$

With $c=(w-v)(v/w)^N$ and $\|x\|_\infty$ the largest $|x_i|$, this is $c\|x\|_\infty\le\|Mx\|_\infty$. Transposing $M$ only exchanges the two edges, so $M^{T}$ obeys the same bound. If $M^{T}Mx=s^2x$ with $x\ne0$, then

$$c^2\|x\|_\infty\le c\|Mx\|_\infty\le\|M^{T}Mx\|_\infty=s^2\|x\|_\infty,$$

and therefore $s\ge c>0$.

**Q.** You use the largest component, while singular values belong to the Euclidean norm. Does Lean confuse the two?

**A.** No. On `Fin N → ℝ`, Lean's `‖x‖` is the largest absolute component, and the lower bound uses it deliberately. The eigenvalue equation for $s^2$ mentions no norm, so any norm may be applied to it. Euclidean lengths appear separately, as dot products `x ⬝ᵥ x`.

Here are the row equations and the backward solution. The width is written `N + 1`, so that a last cell exists.

```lean
/-- Each cell is coupled to itself by `v` and to the next by `w`; the last cell has no next. -/
theorem hop_mulVec {N : ℕ} (v w : ℝ) (x : Fin (N + 1) → ℝ) :
    (∀ i : Fin N, (hop (N + 1) v w *ᵥ x) i.castSucc = v * x i.castSucc + w * x i.succ) ∧
      (hop (N + 1) v w *ᵥ x) (Fin.last N) = v * x (Fin.last N) := by
  constructor
  · intro i
    have h : ∀ j : Fin (N + 1), (j : ℕ) = (i : ℕ) + 1 ↔ j = i.succ := by simp [Fin.ext_iff]
    simp [hop, Matrix.mulVec, dotProduct, add_mul, Finset.sum_add_distrib, h]
  · have h : ∀ j : Fin (N + 1), (j : ℕ) ≠ N + 1 := fun j => j.isLt.ne
    simp [hop, Matrix.mulVec, dotProduct, h]

/-- For `0 < v < w`, hopping reduces the largest amplitude of a state at most by the factor
`(w - v) (v/w)^N`, where `N` is the width (written here as `N + 1`). -/
theorem back_substitution {N : ℕ} {v w : ℝ} (hv : 0 < v) (hvw : v < w) (x : Fin (N + 1) → ℝ) :
    (w - v) * v ^ (N + 1) * ‖x‖ ≤ w ^ (N + 1) * ‖hop (N + 1) v w *ᵥ x‖ := by
  have hw := hv.trans hvw
  have hK : 0 < (w - v) * v ^ (N + 1) := mul_pos (sub_pos.2 hvw) (pow_pos hv _)
  have hB := norm_le_pi_norm (hop (N + 1) v w *ᵥ x)
  -- solve for the amplitudes from the last cell backwards
  have key : ∀ i : Fin (N + 1), (w - v) * v ^ (N + 1) * w ^ (i : ℕ) * ‖x i‖ ≤
      (w ^ (N + 1) * v ^ (i : ℕ) - v ^ (N + 1) * w ^ (i : ℕ)) * ‖hop (N + 1) v w *ᵥ x‖ := by
    intro i
    induction i using Fin.reverseInduction with
    | last =>
      have h := hB (Fin.last N)
      rw [(hop_mulVec v w x).2, norm_mul, Real.norm_of_nonneg hv.le] at h
      have a := mul_le_mul_of_nonneg_left h (mul_pos hK (pow_pos hw N)).le
      refine le_of_mul_le_mul_left ?_ hv
      simp only [Fin.val_last, pow_succ] at a ⊢
      linarith
    | cast i ih =>
      have e : v * x i.castSucc = (hop (N + 1) v w *ᵥ x) i.castSucc - w * x i.succ := by
        rw [(hop_mulVec v w x).1]; ring
      have h := norm_sub_le ((hop (N + 1) v w *ᵥ x) i.castSucc) (w * x i.succ)
      rw [← e, norm_mul, norm_mul, Real.norm_of_nonneg hv.le, Real.norm_of_nonneg hw.le] at h
      have a := mul_le_mul_of_nonneg_left (h.trans (add_le_add (hB i.castSucc) le_rfl))
        (mul_pos hK (pow_pos hw (i : ℕ))).le
      refine le_of_mul_le_mul_left ?_ hv
      simp only [Fin.val_succ, Fin.val_castSucc, pow_succ] at ih a ⊢
      linarith
  rw [← le_div_iff₀' hK, pi_norm_le_iff_of_nonneg (div_nonneg (by positivity) hK.le)]
  intro i
  rw [le_div_iff₀' hK]
  refine le_of_mul_le_mul_left ?_ (pow_pos hw (i : ℕ))
  have h1 := mul_le_mul_of_nonneg_left (pow_le_pow_left₀ hv.le hvw.le (i : ℕ))
    (by positivity : 0 ≤ w ^ (N + 1) * ‖hop (N + 1) v w *ᵥ x‖)
  have h2 : 0 ≤ v ^ (N + 1) * w ^ (i : ℕ) * ‖hop (N + 1) v w *ᵥ x‖ := by positivity
  linarith [key i]
```

`Fin.reverseInduction` is the backward recursion: its `last` case is the final row, and its `cast` case is the triangle inequality for the other rows. The inequality `key` is the geometric-series bound multiplied through by $w-v$ and by powers of $v$ and $w$, all positive, which avoids division. The closing lines drop the subtracted term, use $v^i\le w^i$ and pass to the largest component.

The exchange of edges is a reindexing by `Fin.rev`, which sends the first cell to the last:

```lean
/-- Transposing the hopping matrix amounts to exchanging the two edges. -/
theorem hop_reverse {N : ℕ} (v w : ℝ) (y : Fin N → ℝ) :
    hop N v w *ᵥ (y ∘ Fin.rev) = ((hop N v w)ᵀ *ᵥ y) ∘ Fin.rev := by
  funext i
  show ∑ j, hop N v w i j * y j.rev = ∑ j, hop N v w j i.rev * y j
  refine Eq.trans (Finset.sum_congr rfl fun j _ => ?_) (Equiv.sum_comp Fin.revPerm
    (fun j => hop N v w j i.rev * y j))
  have h1 : i.rev = j.rev ↔ j = i := Fin.rev_inj.trans eq_comm
  have h2 : (i.rev : ℕ) = (j.rev : ℕ) + 1 ↔ (j : ℕ) = (i : ℕ) + 1 := by
    have hi := i.isLt
    have hj := j.isLt
    simp only [Fin.val_rev]
    omega
  simp only [hop, Matrix.of_apply, Fin.revPerm_apply, h1, h2]
```

**Q.** That shows the splitting survives. What makes it small?

**A.** An edge state. Put $\varphi_j=(-v/w)^j$, which decays away from cell $0$. For $i<N-1$,

$$(M\varphi)_i=(-v/w)^i\,\big(v-w\cdot v/w\big)=0,$$

and the last cell leaves $v(-v/w)^{N-1}$, of modulus $w(v/w)^N$. After normalisation,

$$\frac{|M\varphi|}{|\varphi|}=\frac{w(v/w)^N}{\sqrt{\sum_{j=0}^{N-1}(v/w)^{2j}}}\le w\Big(\frac vw\Big)^N,$$

since the $j=0$ term is already $1$.

```lean
/-- For `w ≠ 0` and width `N + 1`, the hopping matrix sends the vector with components `(-v/w)^j` to
the vector that is `v (-v/w)^N` on the last cell and zero on the others. -/
theorem hop_edgeState (N : ℕ) (v : ℝ) {w : ℝ} (hw : w ≠ 0) :
    hop (N + 1) v w *ᵥ (fun j => (-(v / w)) ^ (j : ℕ)) =
      Pi.single (Fin.last N) (v * (-(v / w)) ^ N) := by
  have hq : w * (v / w) = v := by field_simp
  funext i
  induction i using Fin.lastCases with
  | last => rw [(hop_mulVec _ _ _).2]; simp
  | cast i =>
    rw [(hop_mulVec _ _ _).1, Pi.single_eq_of_ne (Fin.castSucc_lt_last i).ne]
    simp only [Fin.val_castSucc, Fin.val_succ, pow_succ]
    linear_combination (-(-(v / w)) ^ (i : ℕ)) * hq
```

Lean keeps $\varphi$ unnormalised. `Pi.single` denotes a vector supported on one cell, here the last one. `Fin.lastCases` separates that cell from the others, where the two terms cancel.

**Q.** A trial state bounds a minimum. Why is that minimum a singular value?

**A.** Expand $x=\sum_j c_je_j$ in orthonormal eigenvectors of $M^{T}M$, with eigenvalues $\lambda_j\ge0$. Then

$$|Mx|^2=x\cdot M^{T}Mx=\sum_j\lambda_jc_j^2\ge\lambda_{\min}|x|^2.$$

So $s=\sqrt{\lambda_{\min}}$ is a singular value. Applying the inequality to the eigenvector of any other singular value $\sigma$ gives $\sigma\ge s$.

```lean
/-- Variational principle: a real square matrix of nonzero size has a least singular value `s`,
and `|M x|² ≥ s² |x|²` for every `x`. -/
theorem exists_least_singularValue {n : Type*} [Fintype n] [DecidableEq n] [Nonempty n]
    (M : Matrix n n ℝ) : ∃ s, IsLeast {σ | IsSingularValue M σ} s ∧
      ∀ x, s ^ 2 * (x ⬝ᵥ x) ≤ (M *ᵥ x) ⬝ᵥ (M *ᵥ x) := by
  have hp := Matrix.posSemidef_conjTranspose_mul_self M
  rw [Matrix.conjTranspose_eq_transpose_of_trivial] at hp
  have hA := hp.isHermitian
  obtain ⟨i, hi⟩ := Finite.exists_min hA.eigenvalues
  have h0 : 0 ≤ hA.eigenvalues i := hp.eigenvalues_nonneg i
  have hg : ∀ x, (M *ᵥ x) ⬝ᵥ (M *ᵥ x) = x ⬝ᵥ ((Mᵀ * M) *ᵥ x) := fun x => by
    rw [← Matrix.mulVec_mulVec, Matrix.dotProduct_mulVec x, Matrix.vecMul_transpose]
  have hb : ∀ x, hA.eigenvalues i * (x ⬝ᵥ x) ≤ (M *ᵥ x) ⬝ᵥ (M *ᵥ x) := by
    intro x
    -- expand in the eigenvectors of `Mᵀ M`
    have hs : ∀ y : n → ℝ, x ⬝ᵥ y = ∑ j, ((hA.eigenvectorBasis j).ofLp ⬝ᵥ x) *
        ((hA.eigenvectorBasis j).ofLp ⬝ᵥ y) := by
      intro y
      have h := hA.eigenvectorBasis.sum_inner_mul_inner (WithLp.toLp 2 x) (WithLp.toLp 2 y)
      simp only [EuclideanSpace.inner_eq_star_dotProduct, star_trivial] at h
      exact (dotProduct_comm x y).trans (h.symm.trans
        (Finset.sum_congr rfl fun j _ => congrArg (_ * ·) (dotProduct_comm _ _)))
    rw [hg, hs x, hs ((Mᵀ * M) *ᵥ x), Finset.mul_sum]
    refine Finset.sum_le_sum fun j _ => ?_
    rw [Matrix.dotProduct_mulVec, ← Matrix.mulVec_transpose, Matrix.transpose_mul,
      Matrix.transpose_transpose, hA.mulVec_eigenvectorBasis, smul_dotProduct, smul_eq_mul]
    linarith [mul_le_mul_of_nonneg_right (hi j)
      (mul_self_nonneg ((hA.eigenvectorBasis j).ofLp ⬝ᵥ x))]
  refine ⟨√(hA.eigenvalues i), ⟨⟨Real.sqrt_nonneg _, (hA.eigenvectorBasis i).ofLp, fun h =>
    hA.eigenvectorBasis.orthonormal.ne_zero i (PiLp.ext fun k => congrFun h k), ?_⟩, ?_⟩, ?_⟩
  · rw [Real.sq_sqrt h0]
    exact hA.mulVec_eigenvectorBasis i
  · rintro σ ⟨hσ, x, hx, hxe⟩
    have h := hb x
    rw [hg, hxe, dotProduct_smul, smul_eq_mul] at h
    exact Real.sqrt_le_iff.2 ⟨hσ, le_of_mul_le_mul_right h (lt_of_le_of_ne
      (Finset.sum_nonneg fun i _ => mul_self_nonneg (x i))
      (Ne.symm (mt dotProduct_self_eq_zero.1 hx)))⟩
  · rwa [Real.sq_sqrt h0]
```

This holds for every real square matrix of nonzero size. `Finite.exists_min` selects $\lambda_{\min}$, `hs` is the expansion in eigenvectors, and `hb` is the resulting inequality. `IsLeast` means that $s$ belongs to the set of singular values and that none is smaller.

**Q.** Now combine them.

**A.** The statement says: for $N\ge1$ and $0<v<w$, there is a least singular value $s$ of $M$, and

$$(w-v)\Big(\frac vw\Big)^N\le s\le w\Big(\frac vw\Big)^N.$$

```lean
/-- For `0 < v < w` and width `N ≥ 1`, the least singular value `s` of the hopping matrix obeys
`(w - v) (v/w)^N ≤ s ≤ w (v/w)^N`. -/
theorem least_singularValue_bounds {N : ℕ} (hN : 1 ≤ N) {v w : ℝ} (hv : 0 < v) (hvw : v < w) :
    ∃ s, IsLeast {σ | IsSingularValue (hop N v w) σ} s ∧
      (w - v) * (v / w) ^ N ≤ s ∧ s ≤ w * (v / w) ^ N := by
  obtain ⟨N, rfl⟩ : ∃ k, N = k + 1 := ⟨N - 1, by omega⟩
  have hw : 0 < w := hv.trans hvw
  obtain ⟨s, hs, hb⟩ := exists_least_singularValue (hop (N + 1) v w)
  refine ⟨s, hs, ?_, ?_⟩
  · obtain ⟨hs0, x, hx, hxe⟩ := hs.1
    have hr : ∀ y : Fin (N + 1) → ℝ, ‖y ∘ Fin.rev‖ ≤ ‖y‖ := fun y =>
      (pi_norm_le_iff_of_nonneg (norm_nonneg _)).2 fun i => norm_le_pi_norm y _
    have hr' : ∀ y : Fin (N + 1) → ℝ, ‖y‖ ≤ ‖y ∘ Fin.rev‖ := fun y => by
      simpa [Function.comp_def] using hr (y ∘ Fin.rev)
    -- back substitution from one edge, then from the other
    have a := back_substitution hv hvw x
    have b := back_substitution hv hvw ((hop (N + 1) v w *ᵥ x) ∘ Fin.rev)
    rw [hop_reverse, Matrix.mulVec_mulVec, hxe, le_antisymm (hr _) (hr' _),
      le_antisymm (hr _) (hr' _), norm_smul, Real.norm_of_nonneg (sq_nonneg s)] at b
    have hK : 0 ≤ (w - v) * v ^ (N + 1) := mul_nonneg (sub_pos.2 hvw).le (pow_pos hv _).le
    have h : ((w - v) * v ^ (N + 1)) ^ 2 ≤ (s * w ^ (N + 1)) ^ 2 := by
      refine le_of_mul_le_mul_right ?_ (norm_pos_iff.2 hx)
      linarith [mul_le_mul_of_nonneg_left a hK,
        mul_le_mul_of_nonneg_left b (pow_pos hw (N + 1)).le]
    rw [div_pow, ← mul_div_assoc, div_le_iff₀ (pow_pos hw _)]
    exact (le_abs_self _).trans (abs_le_of_sq_le_sq h (by positivity))
  · -- the edge state is the trial state
    have h := hb (fun j => (-(v / w)) ^ (j : ℕ))
    rw [hop_edgeState N v hw.ne', single_dotProduct, Pi.single_eq_same] at h
    have h1 : 1 ≤ (fun j : Fin (N + 1) => (-(v / w)) ^ (j : ℕ)) ⬝ᵥ
        (fun j => (-(v / w)) ^ (j : ℕ)) := by
      have h := Finset.single_le_sum
        (f := fun j : Fin (N + 1) => (-(v / w)) ^ (j : ℕ) * (-(v / w)) ^ (j : ℕ))
        (fun j _ => mul_self_nonneg _) (Finset.mem_univ 0)
      simpa [dotProduct] using h
    have hp : (-(v / w)) ^ N * (-(v / w)) ^ N = (v / w) ^ N * (v / w) ^ N := by
      rw [← mul_pow, ← mul_pow, neg_mul_neg]
    have hq : w * (v / w) ^ (N + 1) = v * (v / w) ^ N := by
      rw [pow_succ]
      field_simp
    have h2 : s ^ 2 ≤ (v * (v / w) ^ N) ^ 2 := by
      calc s ^ 2 ≤ _ := le_mul_of_one_le_right (sq_nonneg s) h1
        _ ≤ _ := h
        _ = _ := by linear_combination v ^ 2 * hp
    rw [hq]
    exact (le_abs_self s).trans (abs_le_of_sq_le_sq h2 (by positivity))
```

In the first half, `a` is the backward solution applied to $x$, and `b` is the same lemma applied to the reversed $Mx$. Chaining them gives $c^2\le s^2$, again with the denominators multiplied out. In the second half, `hb` receives the edge state, and `h1` is the remark that $|\varphi|^2\ge1$. For $N=1$ the matrix is the single number $v$, so $s=v$ and the upper bound is an equality.

**Q.** What do the two inequalities on $v$ stand for?

**A.** The condition $v<w$ says that coupling between neighbouring cells beats coupling within a cell, so the edge state decays into the ribbon. A nonzero $v$ gives the two edges a way to communicate: at $v=0$ the first column of $M$ vanishes and $s=0$. The sign of $v$ doesn't matter. Reversing the sign of the amplitudes on every other cell turns $M$ into minus the matrix with $-v$ in place of $v$, so the singular values depend only on $|v|$. The bounds therefore hold for $0<|v|<w$ with $|v|$ in place of $v$, which at $k=0$ also covers $-2<u<-1$. The Lean theorems state only the case $v>0$.

**Q.** I measure energies, not singular values.

**A.** Let $M^{T}Mx=s^2x$ with $s>0$, and choose either sign of $E=\pm\sqrt{m^2+s^2}$. Then $E\ne m$, because $E^2-m^2=s^2>0$. Set $b=x$ and $a=Mx/(E-m)$. The first ribbon equation holds because $Mb=(E-m)a$. The second holds because

$$M^{T}a=\frac{s^2}{E-m}\,x=(E+m)\,b.$$

```lean
/-- For `N ≥ 1` and `0 < u + cos k < 1`, the ribbon has the energies `±√(sin² k + s²)` with `s`
between `(1 - u - cos k) (u + cos k)^N` and `(u + cos k)^N`. -/
theorem ribbon_splitting {N : ℕ} (hN : 1 ≤ N) {u k : ℝ} (h0 : 0 < u + Real.cos k)
    (h1 : u + Real.cos k < 1) :
    ∃ s, (1 - (u + Real.cos k)) * (u + Real.cos k) ^ N ≤ s ∧ s ≤ (u + Real.cos k) ^ N ∧
      ∀ E, E ^ 2 = Real.sin k ^ 2 + s ^ 2 → IsRibbonEnergy N u k E := by
  obtain ⟨s, hs, hl, hu⟩ := least_singularValue_bounds hN h0 h1
  rw [div_one] at hl hu
  rw [one_mul] at hu
  have hpos : 0 < s := lt_of_lt_of_le (mul_pos (sub_pos.2 h1) (pow_pos h0 N)) hl
  obtain ⟨-, x, hx, hxe⟩ := hs.1
  refine ⟨s, hl, hu, fun E hE => ?_⟩
  have hne : E - Real.sin k ≠ 0 := fun h => by
    rw [sub_eq_zero.1 h] at hE
    linarith [pow_pos hpos 2]
  have hi : (E - Real.sin k)⁻¹ * s ^ 2 = E + Real.sin k := by
    rw [inv_mul_eq_div, div_eq_iff hne]
    linear_combination -hE
  refine ⟨(E - Real.sin k)⁻¹ • (hop N (u + Real.cos k) 1 *ᵥ x), x, Or.inr hx, ?_, ?_⟩
  · funext i
    simp only [Pi.add_apply, Pi.smul_apply, smul_eq_mul]
    linear_combination (-(hop N (u + Real.cos k) 1 *ᵥ x) i) * inv_mul_cancel₀ hne
  · rw [Matrix.mulVec_smul, Matrix.mulVec_mulVec, hxe, smul_smul, hi]
    module

end ChernRibbonWidth
```

The theorem assumes $N\ge1$ and $0<u+\cos k<1$. It provides an $s$ with

$$(1-v)v^N\le s\le v^N,\qquad v=u+\cos k,$$

such that both solutions of $E^2=\sin^2k+s^2$ are ribbon energies. In the proof, `hne` is $E\ne m$, `hi` is $s^2/(E-m)=E+m$, and the last two bullets verify the two ribbon equations.

**Q.** Are those the two levels nearest zero? Otherwise "splitting" is a generous word.

**A.** They are, when $s$ is the least singular value, which is the one the proof uses. Squaring the ribbon Hamiltonian gives $m^2$ plus the blocks $MM^{T}$ and $M^{T}M$, so every energy satisfies $E^2=m^2+\sigma^2$ for some singular value $\sigma$. That step is ordinary algebra I am adding here; `ribbon_splitting` says only that the two energies occur.

**Q.** So what may I conclude about my gap?

**A.** At $k=0$, with $-1<u<0$, the two levels are $\pm s$ and their separation is $2s$. For $u=-1/2$ and $N=10$ it lies between $1/1024$ and $2/1024$, in units of the hopping $w$. Away from $\sin k=0$ the separation also contains the ordinary edge dispersion, and only the contribution of $s$ is exponentially small.

For ribbon band-structure calculations, this tells you how wide to make the ribbon for a given tolerance, within this clean, non-interacting, nearest-neighbour model with sharp edges. Disorder, longer-range hopping and other terminations would need their own estimates. The Chern number appears nowhere in the file: the input is the inequality on $u+\cos k$, not a topological invariant.

```lean
#print axioms ChernRibbonWidth.least_singularValue_bounds
-- 'ChernRibbonWidth.least_singularValue_bounds' depends on axioms: [propext, Classical.choice, Quot.sound]
#print axioms ChernRibbonWidth.ribbon_splitting
-- 'ChernRibbonWidth.ribbon_splitting' depends on axioms: [propext, Classical.choice, Quot.sound]
```
